# X-ray emission at fixed multipole order: origin independent for all finite sources exactly when all products carry equal weight

When a valence electron fills a core hole, the emitted X-ray photon can have a wavelength short enough for its phase to vary noticeably across the source. The phase factor is then expanded in multipoles about some origin, and the choice of origin should not affect the emission.

Take finitely many complex amplitudes c_j at real positions x_j along the photon axis, measured in units of the inverse wave number. The total amplitude is

A = Σ_j c_j exp(i x_j).

Moving the origin by a replaces every x_j by x_j − a and multiplies A by exp(−i a), so |A|² does not change. A single term of the expanded |A|² need not have this property. The question is which combinations of terms do.

## Multipoles and the terms of order n

The source is indexed by a finite type `ι`, which may be empty.

```lean
import Mathlib

open Finset ComplexConjugate

namespace XRayEmissionOrigin

noncomputable section

variable {ι : Type*} [Fintype ι]
```

Expanding the exponential gives A = m_0 + m_1 + m_2 + …, with

m_n = Σ_j c_j (i x_j)^n / n!.

In particular m_0 = Σ_j c_j. The c_j are scalars, so one direction and one polarization are fixed, and they stay the same when the origin moves. If they represent a local transition current, m_0 is the electric-dipole amplitude, while m_1 contains the magnetic-dipole and electric-quadrupole parts. In the theorem names `dipole_shift` and `dipole_unbounded_iff`, "dipole" refers to the first moment m_1, not to the electric-dipole amplitude m_0.

```lean
/-- The multipole of order `n` of amplitudes `c j` at positions `x j`:
`m_n = ∑ c_j (i x_j)^n / n!`. -/
def multipole (c : ι → ℂ) (x : ι → ℝ) (n : ℕ) : ℂ :=
  ∑ j, c j * ((Complex.I * x j) ^ n / n.factorial)
```

Collecting the products in |A|² with n powers of position gives

I_n = Σ_{p+q=n} m_p conj(m_q).

The code takes this finite sum as its definition; the exponential and the convergence of its series serve here only as motivation. I_n is the order-n contribution to an intensity and can be negative: two amplitudes, both equal to 1 and a distance d apart, have I_2 = −d².

```lean
/-- The emission intensity of order `n`: the sum of all products `m_p conj(m_q)`
with `p + q = n`. -/
def emissionIntensity (n : ℕ) (c : ι → ℂ) (x : ι → ℝ) : ℂ :=
  ∑ pq ∈ antidiagonal n, multipole c x pq.1 * conj (multipole c x pq.2)
```

To test whether every product is needed, give each one a complex weight w_p, labelled by the index of the unconjugated factor:

Σ_{p+q=n} w_p m_p conj(m_q).

Setting w_p = 0 drops a product. Lean's `w` is defined on all natural numbers, but only w_0, …, w_n enter.

```lean
/-- The sum of order `n` in which the product `m_p conj(m_q)` carries a weight `w p`. -/
def weightedIntensity (w : ℕ → ℂ) (n : ℕ) (c : ι → ℂ) (x : ι → ℝ) : ℂ :=
  ∑ pq ∈ antidiagonal n, w pq.1 * (multipole c x pq.1 * conj (multipole c x pq.2))
```

## From multipoles to pairs

The weighted sum can be rewritten so that positions appear in pairs. Define the pair kernel

K_w(x, y) = Σ_{p+q=n} w_p · (i x)^p / p! · (−i y)^q / q!.

```lean
/-- The pair kernel of order `n`: the factor that multiplies `c_j conj(c_k)` in the weighted sum
when `x_j = x` and `x_k = y`. -/
def pairKernel (w : ℕ → ℂ) (n : ℕ) (x y : ℝ) : ℂ :=
  ∑ pq ∈ antidiagonal n, w pq.1 * ((Complex.I * x) ^ pq.1 / pq.1.factorial *
    ((-Complex.I * y) ^ pq.2 / pq.2.factorial))
```

Because positions are real, conjugation turns i x_k into −i x_k, and

m_p conj(m_q) = Σ_j Σ_k c_j conj(c_k) · (i x_j)^p / p! · (−i x_k)^q / q!.

Multiplying by w_p and summing over p + q = n gives

Σ_{p+q=n} w_p m_p conj(m_q) = Σ_j Σ_k c_j conj(c_k) K_w(x_j, x_k).

In the proof, `Finset.sum_mul_sum` expands the product of sums, the two uses of `Finset.sum_comm` move the sum over orders inside, and the last `simp only` carries out the conjugation.

```lean
/-- The weighted sum of multipole products is a sum over pairs of amplitudes. -/
theorem weightedIntensity_eq_pair_sum (w : ℕ → ℂ) (n : ℕ) (c : ι → ℂ) (x : ι → ℝ) :
    weightedIntensity w n c x =
      ∑ j, ∑ k, c j * conj (c k) * pairKernel w n (x j) (x k) := by
  simp only [weightedIntensity, pairKernel, multipole, map_sum, Finset.sum_mul_sum]
  simp only [Finset.mul_sum]
  rw [Finset.sum_comm]
  refine Finset.sum_congr rfl fun j _ => ?_
  rw [Finset.sum_comm]
  refine Finset.sum_congr rfl fun k _ => Finset.sum_congr rfl fun pq _ => ?_
  simp only [map_mul, map_div₀, map_pow, Complex.conj_I, Complex.conj_ofReal, map_natCast]
  ring
```

Write K_1 for the kernel with all weights equal to one. The binomial theorem gives

K_1(x, y) = (1/n!) Σ_{p=0}^{n} [n! / (p! (n−p)!)] (i x)^p (−i y)^(n−p) = (i(x − y))^n / n!.

Lean's `add_pow` is the binomial theorem, and `Nat.cast_choose` writes the binomial coefficient in factorials, which `field_simp` then cancels.

```lean
/-- With unit weights the pair kernel is `(i (x - y))^n / n!`. -/
theorem pairKernel_one (n : ℕ) (x y : ℝ) :
    pairKernel (fun _ => 1) n x y =
      (Complex.I * ((x - y : ℝ) : ℂ)) ^ n / n.factorial := by
  have hxy : Complex.I * ((x - y : ℝ) : ℂ) = Complex.I * x + -Complex.I * y := by
    push_cast
    ring
  -- the binomial theorem, with the binomial coefficient written in factorials
  rw [hxy, add_pow, Finset.sum_div, pairKernel,
    Finset.Nat.sum_antidiagonal_eq_sum_range_succ_mk]
  refine Finset.sum_congr rfl fun k hk => ?_
  have hkn : k ≤ n := Nat.lt_succ_iff.mp (Finset.mem_range.mp hk)
  have h1 : (n.factorial : ℂ) ≠ 0 := Nat.cast_ne_zero.2 n.factorial_ne_zero
  have h2 : (k.factorial : ℂ) ≠ 0 := Nat.cast_ne_zero.2 k.factorial_ne_zero
  have h3 : ((n - k).factorial : ℂ) ≠ 0 := Nat.cast_ne_zero.2 (n - k).factorial_ne_zero
  rw [Nat.cast_choose ℂ hkn]
  field_simp
```

## The full sum does not depend on the origin

With unit weights, the last two results combine to

I_n = Σ_j Σ_k c_j conj(c_k) (i(x_j − x_k))^n / n!.

Since (x_j − a) − (x_k − a) = x_j − x_k, no term changes under the shift. The theorem states this for every order, every finite source and every real a.

```lean
/-- The emission intensity of each order is unchanged by a common shift of the origin. -/
theorem emissionIntensity_shift (n : ℕ) (c : ι → ℂ) (x : ι → ℝ) (a : ℝ) :
    emissionIntensity n c (fun j => x j - a) = emissionIntensity n c x := by
  have h : ∀ z : ι → ℝ, emissionIntensity n c z = weightedIntensity (fun _ => 1) n c z := by
    intro z
    simp only [emissionIntensity, weightedIntensity, one_mul]
  rw [h, h, weightedIntensity_eq_pair_sum, weightedIntensity_eq_pair_sum]
  simp only [pairKernel_one, sub_sub_sub_cancel_right]
```

## The square of m_1 alone depends on the origin when m_0 ≠ 0

For the first moment,

Σ_j c_j i(x_j − a) = m_1 − i a m_0.

```lean
/-- Under a shift of the origin by `a` the first moment `m_1` becomes `m_1 - i a m_0`. -/
theorem dipole_shift (c : ι → ℂ) (x : ι → ℝ) (a : ℝ) :
    multipole c (fun j => x j - a) 1 =
      multipole c x 1 - Complex.I * a * multipole c x 0 := by
  simp only [multipole, Finset.mul_sum, ← Finset.sum_sub_distrib]
  refine Finset.sum_congr rfl fun j _ => ?_
  simp only [pow_one, pow_zero, Nat.factorial_one, Nat.factorial_zero, Nat.cast_one,
    Complex.ofReal_sub]
  ring
```

If m_0 = 0, then m_1 is the same for every origin, and |m_1|² never exceeds its own value. If m_0 ≠ 0, take any real bound B and choose

a = (|m_1| + |B| + 1) / |m_0|.

The reverse triangle inequality then gives

|m_1 − i a m_0| ≥ a|m_0| − |m_1| = |B| + 1,

and the square of this is larger than B. So |m_1|² is unbounded over shifts exactly when m_0 ≠ 0. The two branches of `constructor` are these two cases; `norm_sub_norm_le` supplies the inequality and `nlinarith` the final comparison of squares.

```lean
/-- The term `|m_1|²` alone exceeds every bound under shifts of the origin exactly when `m_0` is
nonzero. -/
theorem dipole_unbounded_iff (c : ι → ℂ) (x : ι → ℝ) :
    (∀ B : ℝ, ∃ a : ℝ, B < ‖multipole c (fun j => x j - a) 1‖ ^ 2) ↔
      multipole c x 0 ≠ 0 := by
  constructor
  · intro h h0
    obtain ⟨a, ha⟩ := h (‖multipole c x 1‖ ^ 2)
    rw [dipole_shift, h0, mul_zero, sub_zero] at ha
    exact lt_irrefl _ ha
  · intro h0 B
    have hpos : 0 < ‖multipole c x 0‖ := norm_pos_iff.2 h0
    -- a shift so large that the term `i a m_0` dominates
    refine ⟨(‖multipole c x 1‖ + |B| + 1) / ‖multipole c x 0‖, ?_⟩
    rw [dipole_shift]
    set a : ℝ := (‖multipole c x 1‖ + |B| + 1) / ‖multipole c x 0‖ with ha
    have ha0 : 0 ≤ a := by positivity
    have hn : ‖Complex.I * a * multipole c x 0‖ = ‖multipole c x 1‖ + |B| + 1 := by
      rw [norm_mul, norm_mul, Complex.norm_I, one_mul, Complex.norm_real,
        Real.norm_of_nonneg ha0, ha, div_mul_cancel₀ _ hpos.ne']
    have ht := norm_sub_norm_le (Complex.I * a * multipole c x 0) (multipole c x 1)
    rw [hn, norm_sub_rev] at ht
    nlinarith [abs_nonneg B, le_abs_self B]
```

## Invariance for all sources forces invariance for each pair

Now suppose that a weighted sum is origin independent for all finite sources. Fix x, y and a, and let

D(x, y) = K_w(x − a, y − a) − K_w(x, y).

Applied to a source with amplitude u at x and v at y, the assumption reads

|u|² D(x, x) + u conj(v) D(x, y) + v conj(u) D(y, x) + |v|² D(y, y) = 0.

Four choices of (u, v) separate the terms:

(1, 0) gives D(x, x) = 0.
(0, 1) gives D(y, y) = 0.
(1, 1) then gives D(x, y) + D(y, x) = 0.
(1, i) then gives −i D(x, y) + i D(y, x) = 0.

The last two lines yield D(x, y) = 0, so the kernel itself is shift invariant. In Lean, `key` is the two-amplitude identity, `e1` to `e4` are the four choices, and `linear_combination` eliminates the unwanted terms, using i² = −1.

```lean
/-- If the weighted sum is origin independent for all finite sources, then the pair kernel is
unchanged by a common shift of its two positions. -/
theorem pairKernel_shift (w : ℕ → ℂ) (n : ℕ)
    (h : ∀ (N : ℕ) (c : Fin N → ℂ) (x : Fin N → ℝ) (a : ℝ),
      weightedIntensity w n c (fun j => x j - a) = weightedIntensity w n c x)
    (x y a : ℝ) : pairKernel w n (x - a) (y - a) = pairKernel w n x y := by
  have key : ∀ u v : ℂ,
      u * conj u * pairKernel w n (x - a) (x - a) + u * conj v * pairKernel w n (x - a) (y - a)
        + (v * conj u * pairKernel w n (y - a) (x - a)
          + v * conj v * pairKernel w n (y - a) (y - a)) =
      u * conj u * pairKernel w n x x + u * conj v * pairKernel w n x y
        + (v * conj u * pairKernel w n y x + v * conj v * pairKernel w n y y) := by
    intro u v
    have h2 := h 2 ![u, v] ![x, y] a
    rw [weightedIntensity_eq_pair_sum, weightedIntensity_eq_pair_sum] at h2
    simp only [Fin.sum_univ_two] at h2
    exact h2
  -- polarization with four choices of the two amplitudes
  have e1 := key 1 0
  have e2 := key 0 1
  have e3 := key 1 1
  have e4 := key 1 Complex.I
  simp only [map_one, map_zero, Complex.conj_I] at e1 e2 e3 e4
  linear_combination (1 / 2) * e3 + (Complex.I / 2) * e4 - ((1 + Complex.I) / 2) * (e1 + e2)
    + (((pairKernel w n (x - a) (y - a) - pairKernel w n x y)
      - (pairKernel w n (y - a) (x - a) - pairKernel w n y x)
      + Complex.I * (pairKernel w n (y - a) (y - a) - pairKernel w n y y)) / 2) * Complex.I_sq
```

## Equal weights are the only solution

Put the first position at any real u and the second at the origin. Every term with q > 0 vanishes, which leaves

K_w(u, 0) = w_n (i u)^n / n! = w_n K_1(u, 0).

Shift invariance carries this to every real y:

K_w(1, y) = K_w(1 − y, 0) = w_n K_1(1 − y, 0) = w_n K_1(1, y).

Written out, the difference of the two ends is

Σ_{p+q=n} (w_p − w_n) · i^p / p! · (−i)^q / q! · y^q = 0 for all real y.

A polynomial with infinitely many roots is zero, so each coefficient vanishes. The coefficient of y^(n−p) is w_p − w_n times a nonzero number, hence w_p = w_n for every p ≤ n. Conversely, if all the weights equal w_n, the weighted sum is w_n I_n, which is already known to be invariant.

The steps appear in Lean as `h0` (second position at the origin), `hK` (every y), `hP` (the polynomial `P` is zero), `hc` (its coefficient) and `hb` (the nonzero factor).

For n ≥ 1, removing or rescaling a single product in I_n therefore spoils origin independence for some source. This concerns the complex value of the sum. For n = 1, the real part of m_0 conj(m_1) alone is I_1/2 and so does not depend on the origin, but the imaginary part does when m_0 ≠ 0. The phrase "for all finite sources" matters here, because a particular source may be insensitive to a missing term, as when all its amplitudes vanish. The weights must also be the same for every source and may not depend on the origin.

```lean
/-- A weighted sum of the products `m_p conj(m_q)` with `p + q = n` is origin independent
for all finite sources if and only if all its weights are equal. -/
theorem origin_independent_iff (w : ℕ → ℂ) (n : ℕ) :
    (∀ (N : ℕ) (c : Fin N → ℂ) (x : Fin N → ℝ) (a : ℝ),
      weightedIntensity w n c (fun j => x j - a) = weightedIntensity w n c x) ↔
      ∀ p ≤ n, w p = w n := by
  constructor
  · intro h p hp
    -- with the second position at the origin only the weight `w n` survives
    have h0 : ∀ u : ℝ, pairKernel w n u 0 = w n * pairKernel (fun _ => 1) n u 0 := by
      intro u
      rw [pairKernel, pairKernel, Finset.mul_sum]
      refine Finset.sum_congr rfl fun pq hpq => ?_
      have hs := HasAntidiagonal.mem_antidiagonal.mp hpq
      by_cases hq : pq.2 = 0
      · have hpn : pq.1 = n := by omega
        rw [hpn, one_mul]
      · simp only [Complex.ofReal_zero, mul_zero, zero_pow hq, zero_div]
    have hK : ∀ y : ℝ, pairKernel w n 1 y = w n * pairKernel (fun _ => 1) n 1 y := by
      intro y
      have hs := pairKernel_shift w n h 1 y y
      rw [sub_self, h0, pairKernel_one, sub_zero] at hs
      rw [← hs, pairKernel_one]
    -- the difference is a polynomial in `y` that vanishes on the real line
    let b : ℕ × ℕ → ℂ := fun pq => Complex.I ^ pq.1 / pq.1.factorial *
      ((-Complex.I) ^ pq.2 / pq.2.factorial)
    let P : Polynomial ℂ := ∑ pq ∈ antidiagonal n,
      Polynomial.C ((w pq.1 - w n) * b pq) * Polynomial.X ^ pq.2
    have hP : P = 0 := by
      apply Polynomial.eq_zero_of_infinite_isRoot
      refine (Set.infinite_range_of_injective Complex.ofReal_injective).mono ?_
      rintro _ ⟨y, rfl⟩
      change Polynomial.eval (y : ℂ) P = 0
      refine Eq.trans ?_ (sub_eq_zero.2 (hK y))
      simp only [P, b, Polynomial.eval_finsetSum, Polynomial.eval_mul, Polynomial.eval_C,
        Polynomial.eval_pow, Polynomial.eval_X, pairKernel, Finset.mul_sum,
        ← Finset.sum_sub_distrib]
      refine Finset.sum_congr rfl fun pq _ => ?_
      simp only [Complex.ofReal_one, mul_one, mul_pow]
      ring
    have hc : P.coeff (n - p) = (w p - w n) * b (p, n - p) := by
      simp only [P, Polynomial.finsetSum_coeff, Polynomial.coeff_C_mul_X_pow]
      rw [Finset.sum_eq_single (p, n - p)]
      · exact if_pos rfl
      · intro pq hpq hne
        have hs := HasAntidiagonal.mem_antidiagonal.mp hpq
        refine if_neg fun hq => hne (Prod.ext ?_ hq.symm)
        change pq.1 = p
        omega
      · intro hn
        exact absurd (HasAntidiagonal.mem_antidiagonal.mpr (Nat.add_sub_of_le hp)) hn
    rw [hP, Polynomial.coeff_zero] at hc
    have hb : b (p, n - p) ≠ 0 :=
      mul_ne_zero
        (div_ne_zero (pow_ne_zero _ Complex.I_ne_zero)
          (Nat.cast_ne_zero.2 (Nat.factorial_ne_zero _)))
        (div_ne_zero (pow_ne_zero _ (neg_ne_zero.2 Complex.I_ne_zero))
          (Nat.cast_ne_zero.2 (Nat.factorial_ne_zero _)))
    exact sub_eq_zero.1 ((mul_eq_zero.1 hc.symm).resolve_right hb)
  · intro hw N c x a
    have h : ∀ z : Fin N → ℝ, weightedIntensity w n c z = w n * emissionIntensity n c z := by
      intro z
      rw [weightedIntensity, emissionIntensity, Finset.mul_sum]
      refine Finset.sum_congr rfl fun pq hpq => ?_
      have hs := HasAntidiagonal.mem_antidiagonal.mp hpq
      rw [hw pq.1 (by omega)]
    rw [h, h, emissionIntensity_shift]
```

## The second-order contribution

For n = 2 there are three products:

I_2 = m_0 conj(m_2) + m_1 conj(m_1) + m_2 conj(m_0).

The first and last are complex conjugates of each other, so

I_2 = |m_1|² + 2 Re(m_0 conj(m_2)).

The Lean statement equates the complex number I_2 with a real number viewed as complex, and so it also says that I_2 is real. The proof lists the three index pairs and compares real and imaginary parts.

For calculations of X-ray intensities beyond the electric-dipole approximation, this means, within the present model of finitely many fixed scalar amplitudes on a line, that a second-order contribution built from |m_1|² alone depends on the origin whenever m_0 ≠ 0, and that adding the cross term between m_0 and m_2 removes the dependence.

```lean
/-- The second-order emission intensity is `|m_1|² + 2 Re(m_0 conj(m_2))`. -/
theorem emissionIntensity_two (c : ι → ℂ) (x : ι → ℝ) :
    emissionIntensity 2 c x = ((‖multipole c x 1‖ ^ 2 +
      2 * (multipole c x 0 * conj (multipole c x 2)).re : ℝ) : ℂ) := by
  have h2 : antidiagonal 2 = ({(0, 2), (1, 1), (2, 0)} : Finset (ℕ × ℕ)) := by decide
  rw [emissionIntensity, h2, Finset.sum_insert (by decide), Finset.sum_insert (by decide),
    Finset.sum_singleton, Complex.sq_norm, Complex.normSq_apply]
  apply Complex.ext <;>
    simp only [Complex.ofReal_re, Complex.ofReal_im, Complex.add_re, Complex.add_im,
      Complex.mul_re, Complex.mul_im, Complex.conj_re, Complex.conj_im] <;>
    ring

end

end XRayEmissionOrigin
```

```lean
#print axioms XRayEmissionOrigin.dipole_unbounded_iff
-- 'XRayEmissionOrigin.dipole_unbounded_iff' depends on axioms: [propext, Classical.choice, Quot.sound]
#print axioms XRayEmissionOrigin.origin_independent_iff
-- 'XRayEmissionOrigin.origin_independent_iff' depends on axioms: [propext, Classical.choice, Quot.sound]
#print axioms XRayEmissionOrigin.emissionIntensity_two
-- 'XRayEmissionOrigin.emissionIntensity_two' depends on axioms: [propext, Classical.choice, Quot.sound]
```
